# A frequency-independent, positive definite Casida matrix gives one excitation per Kohn-Sham transition

Take one Kohn-Sham transition with frequency $\omega>0$ and a coupling constant $K$ that does not depend on the response frequency $w$. For real orbitals, no nonlocal exchange and the singlet channel of a closed shell, the Casida equation is then the scalar equation

$$w^2=\lambda,\qquad \lambda=\omega^2+4\omega K=\omega(\omega+4K).$$

If $\omega+4K>0$, then $w^2-\lambda=(w-\sqrt\lambda)(w+\sqrt\lambda)$, and exactly one root is positive. For $K=0$ it is the bare transition, $w=\omega$. If $\omega+4K\le 0$, no positive $w$ solves the equation. For $n$ transitions a symmetric matrix reduces to $n$ such scalar equations, so the number of positive roots, counted with multiplicity, is at most $n$, and equal to $n$ exactly when the matrix is positive definite.

## A kernel that does not depend on frequency

For a real $n\times n$ matrix $M$ with identity matrix $I$, define the secular polynomial $p_M(w)=\det(w^2I-M)$. The adiabatic approximation enters through the type of $M$: its entries are real numbers, so $w$ appears only in $w^2I$. In Lean `n` is the finite index set of transitions, and their number is `Fintype.card n`. The empty set is allowed, with $p_M=1$ and count zero.

```lean
import Mathlib

open Polynomial Matrix

namespace AdiabaticCasidaCount

noncomputable section

variable {n : Type*} [Fintype n] [DecidableEq n]
```

In `casidaPoly M` the indeterminate `X` is the frequency $w$, and `M.map Polynomial.C` turns the entries of $M$ into constant polynomials.

```lean
/-- The secular polynomial `det (w² I - M)` in the frequency `w`. -/
def casidaPoly (M : Matrix n n ℝ) : ℝ[X] :=
  det (diagonal (fun _ => (X : ℝ[X]) ^ 2) - M.map Polynomial.C)
```

The number of excitations is taken to be `posRoots`, the number of strictly positive real roots, with a repeated root counted as often as it occurs. Degenerate excitations are thus counted separately, and $w=0$ is never counted.

```lean
/-- The number of positive real roots of a polynomial, counted with multiplicity. -/
def posRoots (p : ℝ[X]) : ℕ :=
  Multiset.card (p.roots.filter (fun w => 0 < w))
```

The physical matrix is

$$C_{ij}=\delta_{ij}\,\omega_i^2+4\sqrt{\omega_i}\,K_{ij}\sqrt{\omega_j},$$

where $\omega_i$ is the Kohn-Sham orbital energy difference of transition $i$ in atomic units and $K_{ij}$ is the matrix element of the Hartree-exchange-correlation kernel between transitions $i$ and $j$. This is the form for real orbitals and no nonlocal exchange, and the factor 4 is the closed-shell singlet convention. The formula is postulated here and not derived from linear response.

```lean
/-- The Casida matrix `δᵢⱼ ωᵢ² + 4 √ωᵢ Kᵢⱼ √ωⱼ` built from Kohn-Sham transition
frequencies `ω` and a frequency-independent coupling matrix `K`. -/
def casidaMatrix (ω : n → ℝ) (K : Matrix n n ℝ) : Matrix n n ℝ :=
  Matrix.of fun i j =>
    (if i = j then ω i ^ 2 else 0) + 4 * Real.sqrt (ω i) * K i j * Real.sqrt (ω j)
```

The model without frequency independence is again one transition, now with $w^2=a+g^2/(w^2-b)$. Here $a$ is the adiabatic value of $w^2$, $b$ is the squared frequency of a further configuration, such as a double excitation, and $g$ is the coupling to it, in units of squared frequency. `IsDressedSolution a b g w` says that $w$ is positive, avoids the pole $w^2=b$, and solves this equation.

```lean
/-- `w` is a positive frequency, away from the pole `w² = b`, that solves the
single-transition equation `w² = a + g² / (w² - b)` with a frequency-dependent term. -/
def IsDressedSolution (a b g w : ℝ) : Prop :=
  0 < w ∧ w ^ 2 ≠ b ∧ w ^ 2 = a + g ^ 2 / (w ^ 2 - b)
```

## Roots and amplitudes for an arbitrary real matrix

Two facts need no further assumption on $M$. Evaluating the polynomial at a number $w$ gives the numerical determinant, since evaluation commutes with sums and products (`RingHom.map_det`).

```lean
/-- The secular polynomial evaluated at the frequency `w` is `det (w² I - M)`. -/
theorem eval_casidaPoly (M : Matrix n n ℝ) (w : ℝ) :
    (casidaPoly M).eval w = det (w ^ 2 • (1 : Matrix n n ℝ) - M) := by
  have h := RingHom.map_det (evalRingHom w)
    (diagonal (fun _ : n => (X : ℝ[X]) ^ 2) - M.map Polynomial.C)
  rw [coe_evalRingHom] at h
  rw [casidaPoly, h]
  congr 1
  ext i j
  by_cases hij : i = j <;> simp [hij]
```

A determinant vanishes exactly when the matrix has a nonzero null vector. Hence $p_M(w)=0$ if and only if $(w^2I-M)F=0$, that is $MF=w^2F$, for some amplitude vector $F\neq0$, which need not be normalised. This justifies reading the roots as solutions of the Casida equation.

```lean
/-- A frequency `w` is a root of the secular polynomial exactly when the Casida equation
`M F = w² F` has a nonzero solution `F`. -/
theorem isRoot_casidaPoly_iff (M : Matrix n n ℝ) (w : ℝ) :
    (casidaPoly M).IsRoot w ↔ ∃ F : n → ℝ, F ≠ 0 ∧ M *ᵥ F = w ^ 2 • F := by
  rw [IsRoot.def, eval_casidaPoly, ← Matrix.exists_mulVec_eq_zero_iff]
  refine exists_congr fun F => and_congr_right fun _ => ?_
  rw [Matrix.sub_mulVec, Matrix.smul_mulVec, Matrix.one_mulVec, sub_eq_zero]
  exact eq_comm
```

## Symmetry of the matrix

The hypothesis `hM : M.IsHermitian` means $M^{\mathsf T}=M$ for real entries. For the Casida matrix it follows from $K_{ij}=K_{ji}$, which holds for real orbitals and a kernel symmetric in its two spatial arguments.

By hand, symmetry gives $M=U\Lambda U^{\mathsf T}$ with $U$ orthogonal and $\Lambda=\mathrm{diag}(\lambda_i)$ real. Then

$$p_M(w)=\det\!\big(U(w^2I-\Lambda)U^{\mathsf T}\big)=(\det U)^2\prod_i (w^2-\lambda_i)=\prod_i (w^2-\lambda_i).$$

In the proof `hM` supplies the real numbers `hM.eigenvalues i` and the factored characteristic polynomial `hM.charpoly_eq`, which is evaluated at $w^2$. `Polynomial.funext` then upgrades equality at every real $w$ to equality of polynomials.

```lean
/-- For a real symmetric matrix the secular polynomial is the product of `w² - λᵢ`
over the eigenvalues `λᵢ`. -/
theorem casidaPoly_eq_prod {M : Matrix n n ℝ} (hM : M.IsHermitian) :
    casidaPoly M = ∏ i, (X ^ 2 - Polynomial.C (hM.eigenvalues i)) := by
  refine Polynomial.funext fun w => ?_
  rw [eval_casidaPoly, eval_prod]
  -- the factored characteristic polynomial, evaluated at w²
  have h := congrArg (eval (w ^ 2)) hM.charpoly_eq
  rw [Matrix.eval_charpoly, eval_prod] at h
  have hs : Matrix.scalar n (w ^ 2) = w ^ 2 • (1 : Matrix n n ℝ) := by
    ext i j
    by_cases hij : i = j <;> simp [hij]
  rw [← hs, h]
  simp
```

Without symmetry the eigenvalues can be complex. The matrix $\begin{pmatrix}1&-1\\1&1\end{pmatrix}$ has $F^{\mathsf T}MF=F^{\mathsf T}F>0$ for $F\ne0$, yet $p_M(w)=(w^2-1)^2+1$ has no real root. The matrix $\begin{pmatrix}1&1\\0&1\end{pmatrix}$ has $p_M(w)=(w^2-1)^2$, so $w=1$ counts twice although there is only one independent amplitude.

## The sign of each eigenvalue

Each factor is the opening problem again, written in Lean with the constant `a`. For $a>0$ set $s=\sqrt a>0$, so that $w^2-a=(w-s)(w+s)$. The roots are $s$ and $-s$; steps `e1` and `e2` keep the first and discard the second. For $a\le0$ a positive root would give $a=w^2>0$, which is the contradiction that `nlinarith` finds.

```lean
/-- The factor `w² - a` has one positive root if `a > 0` and none otherwise. -/
theorem posRoots_factor (a : ℝ) :
    posRoots (X ^ 2 - Polynomial.C a) = if 0 < a then 1 else 0 := by
  have hne : (X ^ 2 - Polynomial.C a : ℝ[X]) ≠ 0 := X_pow_sub_C_ne_zero (by norm_num) a
  split_ifs with h
  · obtain ⟨s, hs, rfl⟩ : ∃ s : ℝ, 0 < s ∧ a = s * s :=
      ⟨Real.sqrt a, Real.sqrt_pos.mpr h, (Real.mul_self_sqrt h.le).symm⟩
    -- the roots come as the pair ±s
    have hf : (X ^ 2 - Polynomial.C (s * s) : ℝ[X])
        = (X - Polynomial.C s) * (X - Polynomial.C (-s)) := by
      rw [Polynomial.C_mul, Polynomial.C_neg]
      ring
    have e1 : Multiset.filter (fun w : ℝ => 0 < w) {s} = {s} :=
      Multiset.filter_eq_self.mpr fun x hx => by
        rw [Multiset.mem_singleton.mp hx]
        exact hs
    have e2 : Multiset.filter (fun w : ℝ => 0 < w) {-s} = 0 :=
      Multiset.filter_eq_nil.mpr fun x hx => by
        rw [Multiset.mem_singleton.mp hx]
        exact not_lt.mpr (by linarith)
    rw [hf] at hne
    rw [posRoots, hf, roots_mul hne, roots_X_sub_C, roots_X_sub_C, Multiset.filter_add, e1, e2]
    simp
  · rw [posRoots, Multiset.card_eq_zero]
    refine Multiset.filter_eq_nil.mpr fun w hw hpos => ?_
    have hpos' : 0 < w := hpos
    have hr := (mem_roots hne).mp hw
    rw [IsRoot.def] at hr
    simp only [eval_sub, eval_pow, eval_X, eval_C] at hr
    exact h (by nlinarith [mul_pos hpos' hpos'])
```

The roots of a nonzero product are the roots of the factors taken together, multiplicities added. Induction over the factors, with `roots_mul` at each step, gives one positive root for every index with $a_i>0$.

```lean
/-- A product of factors `w² - aᵢ` has as many positive roots, with multiplicity,
as there are positive `aᵢ`. -/
theorem posRoots_prod {ι : Type*} (s : Finset ι) (a : ι → ℝ) :
    posRoots (∏ i ∈ s, (X ^ 2 - Polynomial.C (a i))) = (s.filter fun i => 0 < a i).card := by
  classical
  rw [Finset.card_filter]
  induction s using Finset.induction_on with
  | empty => simp [posRoots]
  | insert j s hj ih =>
    have hne : (X ^ 2 - Polynomial.C (a j) : ℝ[X])
        * ∏ i ∈ s, (X ^ 2 - Polynomial.C (a i)) ≠ 0 :=
      mul_ne_zero (X_pow_sub_C_ne_zero (by norm_num) _)
        (Finset.prod_ne_zero_iff.mpr fun i _ => X_pow_sub_C_ne_zero (by norm_num) _)
    rw [Finset.prod_insert hj, Finset.sum_insert hj, ← ih, ← posRoots_factor]
    unfold posRoots
    rw [roots_mul hne, Multiset.filter_add, Multiset.card_add]
```

With $a_i=\lambda_i$, the number of positive roots of $p_M$ equals the number of indices $i$ with $\lambda_i>0$, for every symmetric $M$.

```lean
/-- For a real symmetric matrix the number of positive roots of `det (w² I - M)` equals
the number of positive eigenvalues of `M`, both with multiplicity. -/
theorem posRoots_casidaPoly {M : Matrix n n ℝ} (hM : M.IsHermitian) :
    posRoots (casidaPoly M) = (Finset.univ.filter fun i => 0 < hM.eigenvalues i).card := by
  rw [casidaPoly_eq_prod hM, posRoots_prod]
```

That number is at most $n$. It equals $n$ when all $\lambda_i>0$ and only then. Writing $y=U^{\mathsf T}F$, one has $F^{\mathsf T}MF=\sum_i\lambda_i y_i^2$, which is positive for all $F\neq0$ exactly when every $\lambda_i>0$. This is `hM.posDef_iff_eigenvalues_pos`. Mathlib's `PosDef` means symmetric with $F^{\mathsf T}MF>0$ for all $F\neq0$. The theorem `excitation_count` contains both the bound and the equivalence, so the failure without positive definiteness is itself proved: a symmetric matrix that is not positive definite has fewer than $n$ positive roots. A zero eigenvalue puts a double root at $w=0$, and a negative one corresponds to an imaginary frequency.

```lean
/-- For a real symmetric `n × n` matrix, `det (w² I - M)` has at most `n` positive roots with
multiplicity, and exactly `n` if and only if `M` is positive definite. -/
theorem excitation_count {M : Matrix n n ℝ} (hM : M.IsHermitian) :
    posRoots (casidaPoly M) ≤ Fintype.card n ∧
      (posRoots (casidaPoly M) = Fintype.card n ↔ M.PosDef) := by
  rw [posRoots_casidaPoly hM]
  refine ⟨Finset.card_le_univ _, ?_⟩
  rw [Finset.card_eq_iff_eq_univ, Finset.eq_univ_iff_forall, hM.posDef_iff_eigenvalues_pos]
  simp
```

## Positive transition frequencies and a stable ground state

Two hypotheses on the inputs make $C$ positive definite. The first, `hω`, says $\omega_i>0$ for all $i$: every transition goes from an occupied orbital to an empty orbital of strictly higher energy, so the Kohn-Sham system has a gap. The second, `hK`, says that $\mathrm{diag}(\omega)+4K$ is positive definite. It includes the symmetry of $K$, and it stands for stability of the ground state against real singlet orbital rotations, so an attractive kernel must not outweigh the orbital energy differences. Both are assumed.

Let $S=\mathrm{diag}(\sqrt{\omega_i})$. The entries of $S(\mathrm{diag}\,\omega+4K)S$ are

$$\sqrt{\omega_i}\,(\delta_{ij}\omega_i+4K_{ij})\sqrt{\omega_j}=\delta_{ij}\,\omega_i^2+4\sqrt{\omega_i}K_{ij}\sqrt{\omega_j}=C_{ij},$$

where the diagonal case uses $\sqrt{\omega_i}\sqrt{\omega_i}=\omega_i$, valid for $\omega_i\ge0$. This is step `hC`, with `hs` as the square-root identity. Then $F^{\mathsf T}CF=(SF)^{\mathsf T}(\mathrm{diag}\,\omega+4K)(SF)$. This is positive by `hK` provided $SF\neq0$, and $SF\ne0$ for $F\neq0$ because every $\sqrt{\omega_i}$ is nonzero. The proof applies `hK.conjTranspose_mul_mul_same`, whose side condition is injectivity of $S$, and cancels $\sqrt{\omega_i}$ componentwise. Strict positivity is needed only in that cancellation.

If some $\omega_i=0$, row $i$ of $C$ vanishes, one eigenvalue is zero and a root is lost. For $\omega_i<0$ Lean's `Real.sqrt` returns zero, so `casidaMatrix` would silently decouple that transition. If `hK` fails, the opening case with $\omega+4K\le0$ already has no positive root.

```lean
/-- The Casida matrix is positive definite when all transition frequencies are positive
and `diag ω + 4 K` is positive definite. -/
theorem casidaMatrix_posDef {ω : n → ℝ} {K : Matrix n n ℝ} (hω : ∀ i, 0 < ω i)
    (hK : (diagonal ω + (4 : ℝ) • K).PosDef) : (casidaMatrix ω K).PosDef := by
  have hD : (diagonal fun i => Real.sqrt (ω i))ᴴ = diagonal fun i => Real.sqrt (ω i) := by
    simp
  -- congruence of diag ω + 4 K by diag √ω
  have hC : casidaMatrix ω K = (diagonal fun i => Real.sqrt (ω i))ᴴ
      * (diagonal ω + (4 : ℝ) • K) * diagonal fun i => Real.sqrt (ω i) := by
    rw [hD]
    ext i j
    rw [Matrix.mul_diagonal, Matrix.diagonal_mul]
    by_cases h : i = j
    · subst h
      have hs := Real.mul_self_sqrt (hω i).le
      simp only [casidaMatrix, Matrix.of_apply, Matrix.add_apply, Matrix.smul_apply,
        Matrix.diagonal_apply, smul_eq_mul, ↓reduceIte]
      linear_combination (-ω i) * hs
    · simp only [casidaMatrix, Matrix.of_apply, Matrix.add_apply, Matrix.smul_apply,
        Matrix.diagonal_apply, smul_eq_mul, h, ↓reduceIte]
      ring
  rw [hC]
  refine hK.conjTranspose_mul_mul_same fun x y h => ?_
  funext i
  have hi := congrFun h i
  simp only [Matrix.mulVec_diagonal] at hi
  exact mul_left_cancel₀ (Real.sqrt_pos.mpr (hω i)).ne' hi
```

Positive definiteness contains symmetry, so `excitation_count` applies and the count is $n$.

```lean
/-- With positive transition frequencies and `diag ω + 4 K` positive definite, the number of
positive roots of the Casida secular polynomial equals the number of Kohn-Sham transitions. -/
theorem adiabatic_excitation_count {ω : n → ℝ} {K : Matrix n n ℝ} (hω : ∀ i, 0 < ω i)
    (hK : (diagonal ω + (4 : ℝ) • K).PosDef) :
    posRoots (casidaPoly (casidaMatrix ω K)) = Fintype.card n :=
  (excitation_count (casidaMatrix_posDef hω hK).1).2.mpr (casidaMatrix_posDef hω hK)
```

In a finite basis with a frequency-independent kernel, the Casida equation of linear-response time-dependent density-functional theory in the form postulated above (real orbitals, no nonlocal exchange, closed-shell singlet channel) therefore yields, under these two hypotheses, exactly as many singlet excitations as single transitions were put in, and no additional solutions are left over for states of double-excitation character. Triplet excitations come from a separate matrix that is not treated here. The theorem counts roots. It says nothing on their accuracy, their oscillator strengths or their character, and it does not compare them with the many-electron spectrum.

## One transition with a pole in the kernel

Put $x=w^2$. For $x\neq b$, multiplying by $x-b$ turns the dressed equation into $(x-a)(x-b)=g^2$. With $D=\sqrt{(a-b)^2+4g^2}$ (the `D` of the proof) and $x_\pm=(a+b\pm D)/2$,

$$(x_\pm-a)(x_\pm-b)=\frac{(b-a\pm D)(a-b\pm D)}{4}=\frac{D^2-(a-b)^2}{4}=g^2,$$

which is the identity checked by `linear_combination (1 / 4) * hD2`. The three hypotheses act as follows.

The condition $g\neq0$ says that the transition really couples to the further configuration. It gives $D>0$, so $x_-<x_+$, and in `key` it excludes $x=b$, since that would force $g^2=0$. For $g=0$ the equation is $w^2=a$, with at most one positive solution.

The condition $a>0$ says that the adiabatic problem is stable. With $ab>g^2>0$ it gives $b>0$ (step `hb`), hence $a+b>0$. If instead $a<0$, then $b<0$ and both $x_\pm$ are negative.

The condition $g^2<ab$ bounds the coupling. It is equivalent to $D^2<(a+b)^2$, since $(a+b)^2-D^2=4(ab-g^2)$, and so gives $D<a+b$ (`hDlt`) and $x_->0$. Without it $x_+x_-=ab-g^2\le0$, and at most one of the two values is positive.

The solutions are $w_1=\sqrt{x_-}$ and $w_2=\sqrt{x_+}$, with $w_1<w_2$. The theorem states that two distinct positive solutions exist; it does not state their values or exclude a third. The pole term is a postulated scalar model, which shows that one transition can produce two excitations once the kernel depends on frequency, and it is not derived from a many-electron Hamiltonian.

```lean
/-- The single-transition equation `w² = a + g² / (w² - b)` with `a > 0`, `g ≠ 0` and
`g² < a b` has two distinct positive solutions. -/
theorem dressed_two_solutions {a b g : ℝ} (ha : 0 < a) (hg : g ≠ 0) (hab : g ^ 2 < a * b) :
    ∃ w₁ w₂ : ℝ, w₁ < w₂ ∧ IsDressedSolution a b g w₁ ∧ IsDressedSolution a b g w₂ := by
  have hg2 : 0 < g ^ 2 := by positivity
  have hb : 0 < b := by
    by_contra h
    have h' : 0 ≤ -b := by linarith [not_lt.mp h]
    nlinarith [mul_nonneg ha.le h']
  have hdisc : 0 < (a - b) ^ 2 + 4 * g ^ 2 := by positivity
  obtain ⟨D, hD0, hD2, hDlt⟩ :
      ∃ D : ℝ, 0 < D ∧ D ^ 2 = (a - b) ^ 2 + 4 * g ^ 2 ∧ D < a + b :=
    ⟨Real.sqrt _, Real.sqrt_pos.mpr hdisc, Real.sq_sqrt hdisc.le,
      (Real.sqrt_lt' (by linarith)).mpr (by nlinarith)⟩
  -- every positive root x of (x - a)(x - b) = g² gives a solution w = √x
  have key : ∀ x : ℝ, 0 < x → (x - a) * (x - b) = g ^ 2 →
      IsDressedSolution a b g (Real.sqrt x) := by
    intro x hx0 hx
    have hb' : x - b ≠ 0 := by
      intro h
      rw [h, mul_zero] at hx
      exact hg2.ne hx
    refine ⟨Real.sqrt_pos.mpr hx0, ?_, ?_⟩
    · rw [Real.sq_sqrt hx0.le]
      exact sub_ne_zero.mp hb'
    · rw [Real.sq_sqrt hx0.le, ← hx, mul_div_assoc, div_self hb']
      ring
  exact ⟨Real.sqrt ((a + b - D) / 2), Real.sqrt ((a + b + D) / 2),
    Real.sqrt_lt_sqrt (by linarith) (by linarith),
    key _ (by linarith) (by linear_combination (1 / 4) * hD2),
    key _ (by linarith) (by linear_combination (1 / 4) * hD2)⟩

end

end AdiabaticCasidaCount
```

```lean
#print axioms AdiabaticCasidaCount.isRoot_casidaPoly_iff
#print axioms AdiabaticCasidaCount.casidaMatrix_posDef
#print axioms AdiabaticCasidaCount.adiabatic_excitation_count
#print axioms AdiabaticCasidaCount.dressed_two_solutions
```

```
'AdiabaticCasidaCount.isRoot_casidaPoly_iff' depends on axioms: [propext, Classical.choice, Quot.sound]
'AdiabaticCasidaCount.casidaMatrix_posDef' depends on axioms: [propext, Classical.choice, Quot.sound]
'AdiabaticCasidaCount.adiabatic_excitation_count' depends on axioms: [propext, Classical.choice, Quot.sound]
'AdiabaticCasidaCount.dressed_two_solutions' depends on axioms: [propext, Classical.choice, Quot.sound]
```
